# Graph energy is at least 2√m, with equality for complete bipartite graphs up to isolated vertices

Let a finite simple graph have $m\ge 1$ edges, and let $E=\sum_i|\lambda_i|$ be the sum of the absolute eigenvalues of its adjacency matrix $A$, counted with multiplicity. Then

$$E\ \ge\ 2\sqrt m ,$$

with equality exactly when the edges are all the pairs between two disjoint non-empty vertex sets $S$ and $T$. Any remaining vertices are isolated.

In physical terms, the bound limits how weakly a given number of bonds can bind a neutral alternant π system. In Hückel theory, with non-interacting electrons and one resonance integral $\beta<0$ for all bonds, $E|\beta|$ is the π-binding energy of a neutral alternant hydrocarbon relative to isolated sites. Here the vertices are the conjugated carbon atoms and the edges are the bonds between them, each counted once whether drawn single or double; alternant means that this graph is bipartite. Butadiene and trimethylenemethane both have three such bonds. Butadiene has $E=2\sqrt5$, while trimethylenemethane, with $|S|=1$ and $|T|=3$, attains the minimum $2\sqrt3$. For large hydrocarbons the bound is weak. A carbon atom has at most three neighbours in the π system, so $|\lambda_i|\le3$, and $\sum_i\lambda_i^2=2m$ then gives $E\ge2m/3$, which exceeds $2\sqrt m$ for $m>9$.

The theorems concern $E$ for any finite simple graph. Its identification with a π-electron energy also requires filling the levels with electrons, which is not modelled. The vertices form a finite type `V`.

In Lean 4 with Mathlib:

```lean
import Mathlib

open Finset

namespace GraphEnergyLowerBound

noncomputable section

variable {V : Type*} [Fintype V] [DecidableEq V]
```

## Diagonalising the adjacency matrix

For a real symmetric $A$, take an orthogonal $U$ whose columns are eigenvectors, so that $AU=UD$ with $D$ diagonal. Then $A^2U=UD^2$ and $A^3U=UD^3$. Hence

$$\operatorname{tr}A^2=\sum_i\lambda_i^2,\qquad A^3=cA\iff \lambda_i^3=c\lambda_i\ \text{for all } i .$$

In the code `W` is $U^{-1}$. The facts `h2` and `h3` are the two relations for powers, and the `calc` blocks remove $U$ by multiplying with `W`.

```lean
/-- For a real symmetric matrix `A` the trace of `A²` is the sum of the squared eigenvalues, and
`A³ = c A` holds exactly when each eigenvalue satisfies the same equation. -/
theorem spectral {A : Matrix V V ℝ} (hA : A.IsHermitian) :
    (A * A).trace = ∑ i, hA.eigenvalues i ^ 2 ∧
    ∀ c : ℝ, A * A * A = c • A ↔ ∀ i, hA.eigenvalues i ^ 3 = c * hA.eigenvalues i := by
  obtain ⟨D, hD⟩ : ∃ D, D = Matrix.diagonal hA.eigenvalues := ⟨_, rfl⟩
  -- the eigenvectors are the columns of U
  obtain ⟨U, W, hWU, hUW, h⟩ : ∃ U W : Matrix V V ℝ, W * U = 1 ∧ U * W = 1 ∧ A * U = U * D := by
    refine ⟨hA.eigenvectorUnitary, star (hA.eigenvectorUnitary : Matrix V V ℝ),
      Matrix.mem_unitaryGroup_iff'.mp hA.eigenvectorUnitary.2,
      Matrix.mem_unitaryGroup_iff.mp hA.eigenvectorUnitary.2, ?_⟩
    ext i j
    have h := congrFun (hA.mulVec_eigenvectorBasis j) i
    rw [hD, Matrix.mul_diagonal]
    simpa [Matrix.mul_apply, Matrix.mulVec, dotProduct, mul_comm] using h
  have h2 : A * A * U = U * (D * D) := by
    rw [mul_assoc A A U, h, ← mul_assoc A U D, h, mul_assoc U D D]
  have h3 : A * A * A * U = U * (D * D * D) := by
    rw [mul_assoc (A * A) A U, h, ← mul_assoc (A * A) U D, h2, mul_assoc U (D * D) D]
  refine ⟨?_, fun c => ⟨fun hc i => ?_, fun hl => ?_⟩⟩
  · calc (A * A).trace = (A * A * U * W).trace := by rw [mul_assoc (A * A) U W, hUW, mul_one]
      _ = (D * D).trace := by rw [h2, Matrix.trace_mul_comm, ← mul_assoc W U, hWU, one_mul]
      _ = _ := by rw [hD, Matrix.diagonal_mul_diagonal, Matrix.trace_diagonal]; simp only [sq]
  · have e : D * D * D = c • D := by
      calc D * D * D = W * (U * (D * D * D)) := by rw [← mul_assoc W U, hWU, one_mul]
        _ = c • D := by
          rw [← h3, hc, Matrix.smul_mul, h, Matrix.mul_smul, ← mul_assoc W U, hWU, one_mul]
    have k := congrFun (congrFun e i) i
    simp only [hD, Matrix.diagonal_mul_diagonal, Matrix.smul_apply, Matrix.diagonal_apply_eq,
      smul_eq_mul] at k
    linear_combination k
  · have e : D * D * D = c • D := by
      rw [hD, Matrix.diagonal_mul_diagonal, Matrix.diagonal_mul_diagonal, ← Matrix.diagonal_smul]
      refine congrArg Matrix.diagonal (funext fun i => ?_)
      simp only [Pi.smul_apply, smul_eq_mul]
      linear_combination hl i
    calc A * A * A = A * A * A * U * W := by rw [mul_assoc (A * A * A) U W, hUW, mul_one]
      _ = c • A := by
        rw [h3, e, Matrix.mul_smul, ← h, Matrix.smul_mul, mul_assoc A U W, hUW, mul_one]
```

The adjacency matrix has $A_{xy}=1$ for bonded $x,y$ and $0$ otherwise. It is symmetric because bonding is.

```lean
variable (G : SimpleGraph V) [DecidableRel G.Adj]

omit [Fintype V] [DecidableEq V] in
/-- The adjacency matrix of a graph is Hermitian. -/
theorem adj_hermitian : (G.adjMatrix ℝ).IsHermitian :=
  Matrix.IsHermitian.ext fun i j => by simp [SimpleGraph.adjMatrix_apply, G.adj_comm i j]
```

## Bonds, levels and energy

The number $m$ is `bonds G`, the number of edges.

```lean
/-- The number of bonds (edges) of a graph. -/
def bonds : ℕ := G.edgeFinset.card
```

A `level` is an eigenvalue $\lambda_i$ of $A$, a pure number. The Hückel orbital energy is $\alpha+\beta\lambda_i$, where $\alpha$ is the site energy. The elements of `V` serve here only as labels for the eigenvalues; level $i$ does not belong to vertex $i$.

```lean
/-- The levels of a graph: the eigenvalues of its adjacency matrix, with multiplicity. -/
def level : V → ℝ := (adj_hermitian G).eigenvalues
```

The graph energy $E$ is dimensionless too.

```lean
/-- The graph energy: the sum of the absolute values of the levels. -/
def energy : ℝ := ∑ i, |level G i|
```

The extremal graphs are described by a predicate: $S$ and $T$ are non-empty and disjoint, and $x,y$ are bonded exactly when one lies in $S$ and the other in $T$. This leaves every other vertex without bonds.

```lean
/-- The bonds of `G` are exactly the pairs between the disjoint non-empty vertex sets `S` and `T`;
vertices outside `S` and `T` are isolated. -/
structure IsCompleteBipartiteOn (G : SimpleGraph V) (S T : Finset V) : Prop where
  left : S.Nonempty
  right : T.Nonempty
  disj : Disjoint S T
  adj : ∀ x y, G.Adj x y ↔ (x ∈ S ∧ y ∈ T) ∨ (x ∈ T ∧ y ∈ S)
```

## The estimate for a single level

The diagonal of $A$ vanishes, and $(A^2)_{xx}$ is the degree of $x$. Therefore

$$\sum_i\lambda_i=0,\qquad \sum_i\lambda_i^2=\sum_x\deg x=2m .$$

Since $A_{xy}^2=A_{xy}$, the entries of $A$ also sum to $2m$.

```lean
/-- The levels sum to zero; their squares, and likewise the entries of the adjacency matrix, sum
to twice the number of bonds. -/
theorem moments : ∑ i, level G i = 0 ∧ ∑ i, level G i ^ 2 = 2 * (bonds G : ℝ) ∧
    ∑ x, ∑ y, G.adjMatrix ℝ x y = 2 * (bonds G : ℝ) := by
  have ht : (G.adjMatrix ℝ * G.adjMatrix ℝ).trace = 2 * (bonds G : ℝ) := by
    have h : ∀ x, (G.adjMatrix ℝ * G.adjMatrix ℝ) x x = G.degree x :=
      fun x => SimpleGraph.adjMatrix_mul_self_apply_self ..
    simp only [Matrix.trace, Matrix.diag_apply, h]
    exact_mod_cast G.sum_degrees_eq_twice_card_edges
  refine ⟨?_, (spectral (adj_hermitian G)).1.symm.trans ht, Eq.trans ?_ ht⟩
  · simpa [level] using (adj_hermitian G).trace_eq_sum_eigenvalues.symm
  · simp only [Matrix.trace, Matrix.diag_apply, Matrix.mul_apply]
    refine sum_congr rfl fun x _ => sum_congr rfl fun y _ => ?_
    by_cases h : G.Adj x y <;> simp [h, G.adj_comm y x]
```

The zero sum lets all other levels balance any chosen one:

$$|\lambda_i|=\Bigl|\sum_{j\ne i}\lambda_j\Bigr|\le\sum_{j\ne i}|\lambda_j|=E-|\lambda_i| .$$

So $|\lambda_i|\le E/2$, and multiplication by $|\lambda_i|$ gives $\lambda_i^2\le|\lambda_i|E/2$.

```lean
/-- The square of a level is at most its absolute value times half the graph energy. -/
theorem sq_level_le (i : V) : level G i ^ 2 ≤ |level G i| * (energy G / 2) := by
  have h1 := add_sum_erase univ (level G) (mem_univ i)
  have h2 : |level G i| + ∑ j ∈ univ.erase i, |level G j| = energy G :=
    add_sum_erase univ (fun j => |level G j|) (mem_univ i)
  have h3 := abs_sum_le_sum_abs (level G) (univ.erase i)
  -- the levels sum to zero, so one level is balanced by all the others
  rw [(moments G).1] at h1
  rw [eq_neg_of_add_eq_zero_right h1, abs_neg] at h3
  rw [← sq_abs, sq]
  exact mul_le_mul_of_nonneg_left (by linarith) (abs_nonneg _)
```

## Equality as a matrix equation

If $E=2\sqrt m$, then

$$\sum_i\bigl(|\lambda_i|E/2-\lambda_i^2\bigr)=E^2/2-2m=0 .$$

No term is negative, so each vanishes. Every level is then $0$ or $\pm\sqrt m$, which gives $\lambda_i^3=m\lambda_i$ and hence $A^3=mA$.

Conversely, $\lambda_i^3=m\lambda_i$ implies $|\lambda_i|\sqrt m=\lambda_i^2$. Summation gives $E\sqrt m=2m$, so $E=2\sqrt m$ if $m>0$. For $m=0$ all levels vanish. The last `by_cases` separates these two cases.

```lean
/-- The energy of a graph with `m` bonds equals `2√m` exactly when its adjacency matrix satisfies
`A³ = m A`. -/
theorem energy_eq_iff_cube : energy G = 2 * √(bonds G : ℝ) ↔
    G.adjMatrix ℝ * G.adjMatrix ℝ * G.adjMatrix ℝ = (bonds G : ℝ) • G.adjMatrix ℝ := by
  rw [(spectral (adj_hermitian G)).2]
  change _ ↔ ∀ i, level G i ^ 3 = (bonds G : ℝ) * level G i
  have hr : √(bonds G : ℝ) ^ 2 = bonds G := Real.sq_sqrt (Nat.cast_nonneg _)
  have hdef : ∑ i, |level G i| = energy G := rfl
  constructor
  · intro hE i
    -- a vanishing sum of non-negative terms vanishes term by term
    have hs : ∑ j, (|level G j| * (energy G / 2) - level G j ^ 2) = 0 := by
      rw [sum_sub_distrib, ← sum_mul, hdef, (moments G).2.1, hE]
      linear_combination 2 * hr
    have k := (sum_eq_zero_iff_of_nonneg
      fun j _ => sub_nonneg.mpr (sq_level_le G j)).mp hs i (mem_univ i)
    rw [hE, ← sq_abs (level G i)] at k
    by_cases hl : level G i = 0
    · simp [hl]
    · have e : |level G i| = √(bonds G : ℝ) :=
        mul_left_cancel₀ (abs_ne_zero.mpr hl) (by linear_combination -k)
      have e2 : level G i ^ 2 = bonds G := by rw [← sq_abs, e, hr]
      linear_combination level G i * e2
  · intro hl
    have k : ∀ i, |level G i| * √(bonds G : ℝ) = level G i ^ 2 := fun i => by
      by_cases h : level G i = 0
      · simp [h]
      · have e : level G i ^ 2 = bonds G := mul_left_cancel₀ h (by linear_combination hl i)
        rw [← e, Real.sqrt_sq_eq_abs, abs_mul_abs_self, sq]
    by_cases h : √(bonds G : ℝ) = 0
    · have z : ∀ i, level G i = 0 := fun i =>
        (pow_eq_zero_iff two_ne_zero).mp (by rw [← k i, h, mul_zero])
      simp [energy, z, h]
    · have s : energy G * √(bonds G : ℝ) = 2 * bonds G := by
        rw [← hdef, sum_mul, ← (moments G).2.1]
        exact sum_congr rfl fun i _ => k i
      exact mul_right_cancel₀ h (by linear_combination s - 2 * hr)
```

## Complete bipartite graphs satisfy it

Let $s$ and $t$ be the indicator vectors of $S$ and $T$. Then $A=st^{\mathsf T}+ts^{\mathsf T}$, with $s\cdot t=0$, $s\cdot s=|S|$ and $t\cdot t=|T|$. Multiplying out,

$$A^2=|T|\,ss^{\mathsf T}+|S|\,tt^{\mathsf T},\qquad A^3=|S||T|\,A .$$

The entries of $A$ sum to $2|S||T|=2m$, so $m=|S||T|$. In the code `ha` is the formula for $A$, `h2` the one for $A^2$, and `hm` the bond count.

```lean
variable {G}

/-- A complete bipartite graph on `S` and `T`, with any isolated vertices, has `m = |S||T|` bonds,
and its adjacency matrix satisfies `A³ = m A`. -/
theorem IsCompleteBipartiteOn.card_and_cube {S T : Finset V} (h : IsCompleteBipartiteOn G S T) :
    bonds G = S.card * T.card ∧
    G.adjMatrix ℝ * G.adjMatrix ℝ * G.adjMatrix ℝ = (bonds G : ℝ) • G.adjMatrix ℝ := by
  -- indicator functions of the two parts
  obtain ⟨s, hs⟩ : ∃ s : V → ℝ, ∀ x, s x = if x ∈ S then 1 else 0 := ⟨_, fun _ => rfl⟩
  obtain ⟨t, ht⟩ : ∃ t : V → ℝ, ∀ x, t x = if x ∈ T then 1 else 0 := ⟨_, fun _ => rfl⟩
  have hd : ∀ x, x ∈ S → x ∉ T := fun x hx => disjoint_left.mp h.disj hx
  have hss : ∀ x, s x * s x = s x := fun x => by rw [hs]; split_ifs <;> norm_num
  have htt : ∀ x, t x * t x = t x := fun x => by rw [ht]; split_ifs <;> norm_num
  have hst : ∀ x, s x * t x = 0 := fun x => by
    by_cases hx : x ∈ S <;> simp [hs, ht, hx, hd x]
  have hp : ∑ x, s x = S.card := by simp [hs]
  have hq : ∑ x, t x = T.card := by simp [ht]
  have ha : ∀ x y, G.adjMatrix ℝ x y = s x * t y + t x * s y := fun x y => by
    simp only [SimpleGraph.adjMatrix_apply, h.adj, hs, ht]
    by_cases h1 : x ∈ S <;> by_cases h2 : y ∈ S <;> simp [h1, h2, hd x, hd y]
  have h2 : ∀ u y, (G.adjMatrix ℝ * G.adjMatrix ℝ) u y
      = T.card * (s u * s y) + S.card * (t u * t y) := fun u y => by
    rw [Matrix.mul_apply, ← hq, ← hp, sum_mul, sum_mul, ← sum_add_distrib]
    refine sum_congr rfl fun x _ => ?_
    rw [ha u x, ha x y]
    linear_combination (s u * t y + t u * s y) * hst x + s u * s y * htt x + t u * t y * hss x
  have hm : (bonds G : ℝ) = S.card * T.card := by
    have e := (moments G).2.2
    simp only [ha, sum_add_distrib, ← mul_sum, ← sum_mul, hp, hq] at e
    linear_combination (-1 / 2) * e
  refine ⟨by exact_mod_cast hm, ?_⟩
  ext u v
  rw [Matrix.mul_apply, Matrix.smul_apply, smul_eq_mul, ha u v, hm]
  calc _ = ∑ y, (s y * (T.card * s u * t v) + t y * (S.card * t u * s v)) := by
        refine sum_congr rfl fun y _ => ?_
        rw [h2 u y, ha y v]
        linear_combination T.card * s u * t v * hss y + S.card * t u * s v * htt y
          + (T.card * s u * s v + S.card * t u * t v) * hst y
    _ = _ := by rw [sum_add_distrib, ← sum_mul, ← sum_mul, hp, hq]; ring
```

## Only complete bipartite graphs satisfy it

Suppose $A^3=mA$ and $m\ge1$. The entry $(A^3)_{uv}$ counts three-step walks from $u$ to $v$. It is zero unless $u$ and $v$ are bonded, so the ends of every three-step walk are bonded (`close`). A triangle would bond a vertex to itself, so there are none.

Choose a bond $uv$, and let $S$ be the neighbours of $u$ and $T$ those of $v$. They are non-empty, as $v\in S$ and $u\in T$, and disjoint, as there are no triangles. If $x\in S$ and $y\in T$, the walk $x,u,v,y$ shows that $x$ and $y$ are bonded.

It remains to show that every bond joins $S$ to $T$. There are $m$ walks $u,p,q,v$ and $m$ walks $v,p,q,u$. Each has an oriented bond $(p,q)$ in the middle, and no $(p,q)$ serves both kinds, since $u,p,q$ would form a triangle. Thus

$$A_{pq}-A_{up}A_{pq}A_{qv}-A_{vp}A_{pq}A_{qu}\ge0 ,$$

while the sum over $p,q$ is $2m-m-m=0$. Every term vanishes, so each oriented bond is the middle of one such walk and joins $S$ to $T$. The inequality is `hf` and the zero sum is `hs`.

```lean
/-- A graph with `m ≥ 1` bonds and `A³ = m A` is complete bipartite up to isolated vertices. -/
theorem exists_parts (hm : 1 ≤ bonds G)
    (hc : G.adjMatrix ℝ * G.adjMatrix ℝ * G.adjMatrix ℝ = (bonds G : ℝ) • G.adjMatrix ℝ) :
    ∃ S T, IsCompleteBipartiteOn G S T := by
  have tot := (moments G).2.2
  obtain ⟨a, ha⟩ : ∃ a, a = G.adjMatrix ℝ := ⟨_, rfl⟩
  rw [← ha] at hc tot
  have one : ∀ {x y}, G.Adj x y → a x y = 1 := fun h => by simp [ha, h]
  have zero : ∀ {x y}, ¬G.Adj x y → a x y = 0 := fun h => by simp [ha, h]
  have bd : ∀ x y, 0 ≤ a x y ∧ a x y ≤ 1 := fun x y => by
    by_cases h : G.Adj x y
    · simp [one h]
    · simp [zero h]
  -- the number of three-step walks from u to v
  have walks : ∀ u v, ∑ x, ∑ y, a u x * a x y * a y v = bonds G * a u v := fun u v => by
    have h := congrFun (congrFun hc u) v
    rw [Matrix.smul_apply, smul_eq_mul] at h
    rw [← h]
    simp only [Matrix.mul_apply, sum_mul]
    exact sum_comm
  have vanish : ∀ f : V → V → ℝ, (∀ x y, 0 ≤ f x y) → ∑ x, ∑ y, f x y = 0 →
      ∀ x y, f x y = 0 := fun f hf h x y => by
    have hx : ∑ y, f x y = 0 := (sum_eq_zero_iff_of_nonneg
      (fun x _ => sum_nonneg fun y _ => hf x y)).mp h x (mem_univ x)
    exact (sum_eq_zero_iff_of_nonneg (fun y _ => hf x y)).mp hx y (mem_univ y)
  -- the ends of a three-step walk are bonded
  have close : ∀ {u x y v}, G.Adj u x → G.Adj x y → G.Adj y v → G.Adj u v := by
    intro u x y v h1 h2 h3
    by_contra hn
    have hz := walks u v
    rw [zero hn, mul_zero] at hz
    have e := vanish (fun x y => a u x * a x y * a y v)
      (fun x y => mul_nonneg (mul_nonneg (bd _ _).1 (bd _ _).1) (bd _ _).1) hz x y
    simp [one h1, one h2, one h3] at e
  obtain ⟨e, he⟩ := card_pos.mp (show 0 < G.edgeFinset.card from hm)
  induction e using Sym2.ind with
  | _ u v =>
  have huv : G.Adj u v := by simpa using he
  refine ⟨G.neighborFinset u, G.neighborFinset v, ⟨v, by simpa using huv⟩,
    ⟨u, by simpa using huv.symm⟩, disjoint_left.mpr fun x hx hy => ?_, fun x y => ?_⟩
  · rw [SimpleGraph.mem_neighborFinset] at hx hy
    exact (close hx hy.symm huv.symm).ne rfl
  simp only [SimpleGraph.mem_neighborFinset]
  refine ⟨fun hxy => ?_, ?_⟩
  · by_contra hn
    -- every oriented bond is the middle step of exactly one three-step walk u → v or v → u
    have hf : ∀ p q, 0 ≤ a p q - a u p * a p q * a q v - a v p * a p q * a q u := fun p q => by
      by_cases hpq : G.Adj p q
      · by_cases k : G.Adj u p
        · have z : a q u = 0 := zero fun r => (close k hpq r).ne rfl
          rw [z, one hpq, one k]
          linarith [(bd q v).2]
        · rw [zero k, one hpq]
          nlinarith [mul_nonneg (sub_nonneg.mpr (bd v p).2) (bd q u).1, (bd q u).2]
      · simp [zero hpq]
    have hs : ∑ p, ∑ q, (a p q - a u p * a p q * a q v - a v p * a p q * a q u) = 0 := by
      simp only [sum_sub_distrib, tot, walks, one huv, one huv.symm]
      ring
    have e : a x y - a u x * a x y * a y v - a v x * a x y * a y u = 0 := vanish _ hf hs x y
    have z : ∀ w w', ¬(G.Adj w x ∧ G.Adj w' y) → a w x * a x y * a y w' = 0 := fun w w' h => by
      by_cases k : G.Adj w x
      · have k' : a y w' = 0 := zero fun r => h ⟨k, r.symm⟩
        rw [k', mul_zero]
      · rw [zero k, zero_mul, zero_mul]
    linarith [one hxy, z u v fun h => hn (Or.inl h), z v u fun h => hn (Or.inr h)]
  · rintro (⟨hx, hy⟩ | ⟨hx, hy⟩)
    · exact close hx.symm huv hy
    · exact close hx.symm huv.symm hy
```

## The bound and its equality case

Summing the single-level estimate gives

$$2m=\sum_i\lambda_i^2\le\frac E2\sum_i|\lambda_i|=\frac{E^2}2 ,$$

hence $E\ge2\sqrt m$. The equality statement joins the two directions above through $A^3=mA$. It needs $m\ge1$: without bonds $E=0=2\sqrt m$, but no non-empty $S$ and $T$ exist.

```lean
/-- For a graph with `m ≥ 1` bonds the energy is at least `2√m`, with equality exactly when the
graph is complete bipartite up to isolated vertices. -/
theorem energy_bound_and_equality (hm : 1 ≤ bonds G) :
    2 * √(bonds G : ℝ) ≤ energy G ∧
    (energy G = 2 * √(bonds G : ℝ) ↔ ∃ S T, IsCompleteBipartiteOn G S T) := by
  refine ⟨?_, fun h => exists_parts hm ((energy_eq_iff_cube G).mp h),
    fun ⟨_, _, h⟩ => (energy_eq_iff_cube G).mpr h.card_and_cube.2⟩
  have h0 : 0 ≤ energy G := sum_nonneg fun i _ => abs_nonneg _
  have hdef : ∑ i, |level G i| = energy G := rfl
  -- sum the estimate for the single levels
  have h := sum_le_sum fun i (_ : i ∈ univ) => sq_level_le G i
  rw [(moments G).2.1, ← sum_mul, hdef] at h
  have : √(bonds G : ℝ) ≤ energy G / 2 := Real.sqrt_le_iff.mpr ⟨by linarith, by nlinarith⟩
  linarith
```

Inserting $m=|S||T|$ gives the minimal energy explicitly, $E=2\sqrt{|S||T|}$.

```lean
/-- A complete bipartite graph on `S` and `T`, with any isolated vertices, has energy
`2√(|S||T|)`. -/
theorem IsCompleteBipartiteOn.energy_eq {S T : Finset V} (h : IsCompleteBipartiteOn G S T) :
    energy G = 2 * √((S.card : ℝ) * T.card) := by
  rw [(energy_eq_iff_cube G).mpr h.card_and_cube.2, h.card_and_cube.1, Nat.cast_mul]

end

end GraphEnergyLowerBound
```

```lean
#print axioms GraphEnergyLowerBound.energy_bound_and_equality
#print axioms GraphEnergyLowerBound.IsCompleteBipartiteOn.energy_eq
```

```
'GraphEnergyLowerBound.energy_bound_and_equality' depends on axioms: [propext, Classical.choice, Quot.sound]
'GraphEnergyLowerBound.IsCompleteBipartiteOn.energy_eq' depends on axioms: [propext, Classical.choice, Quot.sound]
```

## Unequal hopping amplitudes

The argument for the bound uses only the zero trace and the sum of squares. For a real symmetric hopping matrix with zero diagonal, entries $h_{xy}$ and eigenvalues $\varepsilon_i$, it therefore gives

$$\sum_i|\varepsilon_i|\ \ge\ 2\Bigl(\sum_{\{x,y\}}h_{xy}^2\Bigr)^{1/2},$$

where the sum on the right runs over unordered pairs of distinct sites. This weighted version is derived here in prose and has not been formalised.
